# Thresholds for a second well in a one-mode quartic force field

Let $V(x)=\tfrac12wx^2+\tfrac16fx^3+\tfrac1{24}kx^4$ with $w,k>0$ and $f$ real. This potential is nonnegative everywhere exactly when $f^2\le 3wk$. It has a local minimum away from $x=0$ exactly when $f^2>\tfrac83wk$, and one deeper than the reference well at $x=0$ exactly when $f^2>3wk$. A large cubic constant of either sign therefore gives the polynomial a second well, which is spurious if the molecule has no such structure.

Here $x$ is the displacement along one vibrational mode, and $w$, $f$, $k$ are the second, third and fourth derivatives of the energy at the reference geometry, a stationary point whose energy is set to zero. The condition $w>0$ says that the harmonic frequency is real and nonzero, and $k>0$ that the quartic term confines the motion. Any consistent units will do, provided the factors $1/2$, $1/6$ and $1/24$ are kept.

In Lean 4 with Mathlib:

```lean
import Mathlib

open Topology

namespace QuarticForceField
```

In the code, `V w f k` is the potential as a function on the real line, and `IsLocalMin` means that no nearby point has lower energy.

```lean
/-- The one-mode quartic force field with harmonic constant `w`, cubic constant `f` and
quartic constant `k`, as a function of the displacement `x`. -/
noncomputable def V (w f k x : ℝ) : ℝ := w * x ^ 2 / 2 + f * x ^ 3 / 6 + k * x ^ 4 / 24
```

## (a) The slope

**Task.** Differentiate the potential and show that
$$V'(x)=x\left(w+\tfrac12fx+\tfrac16kx^2\right).$$

**Solution.** Term by term, $V'(x)=wx+\tfrac12fx^2+\tfrac16kx^3$, and $x$ factors out. Write $Q(x)$ for the bracket; stationary points other than the origin are the roots of $Q$.

`HasDerivAt` states that the derivative exists and equals the given expression. The proof adds the three power rules and simplifies with `ring`.

```lean
variable {w f k a : ℝ}

/-- The slope of the quartic force field is `x (w + f x / 2 + k x² / 6)`. -/
theorem hasDerivAt_V (w f k x : ℝ) :
    HasDerivAt (V w f k) (x * (w + f * x / 2 + k * x ^ 2 / 6)) x := by
  have h := ((((hasDerivAt_pow 2 x).const_mul w).div_const 2).fun_add
    (((hasDerivAt_pow 3 x).const_mul f).div_const 6)).fun_add
    (((hasDerivAt_pow 4 x).const_mul k).div_const 24)
  exact h.congr_deriv (by norm_num; ring)
```

## (b) Nonnegative energy

**Task.** For $w,k>0$, show that
$$V(x)\ge0\ \text{for all }x\iff f^2\le3wk.$$

**Solution.** Completing the square gives
$$V(x)=\frac{x^2\left[(kx+2f)^2+4(3wk-f^2)\right]}{24k}.$$
If $f^2\le3wk$, every factor is nonnegative. If $f^2>3wk$, then $f\ne0$, and at $x=-2f/k$ the square vanishes, leaving
$$V(-2f/k)=\frac{2f^2(3wk-f^2)}{3k^3}<0.$$

The two identities named `e` are these two formulas, and the rest is sign bookkeeping.

```lean
/-- For positive harmonic and quartic constants, the force field is nonnegative at every
displacement exactly when `f² ≤ 3 w k`. -/
theorem nonneg_iff (hw : 0 < w) (hk : 0 < k) :
    (∀ x, 0 ≤ V w f k x) ↔ f ^ 2 ≤ 3 * w * k := by
  constructor
  · intro h
    by_contra hn
    have hn' : 3 * w * k < f ^ 2 := not_le.mp hn
    have hwk := mul_pos hw hk
    -- the test displacement is the vertex of the quadratic factor V / x²
    have e : V w f k (-2 * f / k) = 2 * f ^ 2 * (3 * w * k - f ^ 2) / (3 * k ^ 3) := by
      unfold V
      field_simp
      ring
    have hneg : 2 * f ^ 2 * (3 * w * k - f ^ 2) / (3 * k ^ 3) < 0 :=
      div_neg_of_neg_of_pos
        (mul_neg_of_pos_of_neg (by linarith) (by linarith)) (by positivity)
    have h0 := h (-2 * f / k)
    linarith
  · intro h x
    -- complete the square in V / x²
    have e : V w f k x
        = x ^ 2 * ((k * x + 2 * f) ^ 2 + 4 * (3 * w * k - f ^ 2)) / (24 * k) := by
      unfold V
      field_simp
      ring
    rw [e]
    exact div_nonneg (mul_nonneg (sq_nonneg x)
      (by linarith [sq_nonneg (k * x + 2 * f)])) (by positivity)
```

## (c) Positive curvature gives a minimum

**Task.** Let $C(a)=V''(a)=w+fa+\tfrac12ka^2$. Show that
$$V'(a)=0,\ C(a)>0\implies a\text{ is a local minimum}.$$

**Solution.** The Taylor expansion of a quartic ends, so at a stationary point
$$V(x)-V(a)=(x-a)^2\left[\tfrac12C(a)+\tfrac16(f+ka)(x-a)+\tfrac1{24}k(x-a)^2\right].$$
The bracket is continuous in $x$ and positive at $x=a$, so it stays positive nearby.

In the code, `hopen` says that the set where the bracket is positive is open, and `ha` that it contains $a$. `linear_combination` verifies the expansion using the stationarity hypothesis `hs`. No sign of $w$ or $k$ is needed.

```lean
/-- A displacement with zero slope and positive curvature is a local minimum of the
force field. -/
theorem isLocalMin_of_curvature (hs : a * (w + f * a / 2 + k * a ^ 2 / 6) = 0)
    (hc : 0 < w + f * a + k * a ^ 2 / 2) : IsLocalMin (V w f k) a := by
  have hopen : IsOpen {x : ℝ | 0 < (w + f * a + k * a ^ 2 / 2) / 2
      + (f + k * a) * (x - a) / 6 + k * (x - a) ^ 2 / 24} :=
    isOpen_lt continuous_const (by fun_prop)
  have ha : 0 < (w + f * a + k * a ^ 2 / 2) / 2
      + (f + k * a) * (a - a) / 6 + k * (a - a) ^ 2 / 24 := by
    rw [sub_self]
    linarith
  change ∀ᶠ x in 𝓝 a, V w f k a ≤ V w f k x
  filter_upwards [hopen.mem_nhds (show a ∈ _ from ha)] with x hx
  change (0 : ℝ) < _ at hx
  -- exact Taylor expansion about the stationary point
  have e : V w f k x - V w f k a = (x - a) ^ 2 * ((w + f * a + k * a ^ 2 / 2) / 2
      + (f + k * a) * (x - a) / 6 + k * (x - a) ^ 2 / 24) := by
    unfold V
    linear_combination (x - a) * hs
  have h0 : 0 ≤ V w f k x - V w f k a := by
    rw [e]
    exact mul_nonneg (sq_nonneg _) (le_of_lt hx)
  linarith
```

## (d) The reference well

**Task.** Show that for $w>0$ the reference geometry is a minimum:
$$V(0)\le V(x)\quad\text{for all }x\text{ near }0.$$

**Solution.** The slope at the origin is zero and the curvature is $C(0)=w>0$, so (c) applies.

```lean
/-- For a positive harmonic constant the reference geometry `x = 0` is a local minimum. -/
theorem reference_isLocalMin (hw : 0 < w) : IsLocalMin (V w f k) 0 :=
  isLocalMin_of_curvature (by ring) (by linarith)
```

## (e) Minima away from the reference

**Task.** For $k>0$ and $a\ne0$, show that
$$a\text{ is a local minimum}\iff Q(a)=0\ \text{and}\ C(a)>0.$$

**Solution.** From right to left this is (c). Conversely, a minimum has zero slope, and $a\neq0$ gives $Q(a)=0$. It remains to exclude $C(a)\le0$. Take a step towards the origin, to $(1-t)a$ with $0<t\le\tfrac12$. Using $Q(a)=0$ in the Taylor expansion,
$$V((1-t)a)-V(a)=t^2a^2\left[C(a)\left(\tfrac12-\tfrac t3\right)-\tfrac{1}{72}ka^2t(4-3t)\right].$$
If $C(a)\le0$, the first term in the bracket is at most zero and the second is strictly negative. Arbitrarily small steps then lower the energy, so $a$ is not a minimum. This also rules out the flat case $C(a)=0$, an inflection point.

In the code, `hb` says that no point within distance `ε` of `a` has lower energy. The number `t` is chosen small enough to land inside that distance, and `e` is the displayed difference.

```lean
/-- For a positive quartic constant, a displacement `a ≠ 0` is a local minimum exactly when
the slope vanishes there and the curvature is strictly positive. -/
theorem isLocalMin_iff (hk : 0 < k) (ha : a ≠ 0) :
    IsLocalMin (V w f k) a ↔
      w + f * a / 2 + k * a ^ 2 / 6 = 0 ∧ 0 < w + f * a + k * a ^ 2 / 2 := by
  constructor
  · intro h
    have hQ : w + f * a / 2 + k * a ^ 2 / 6 = 0 :=
      (mul_eq_zero.mp (h.hasDerivAt_eq_zero (hasDerivAt_V w f k a))).resolve_left ha
    refine ⟨hQ, ?_⟩
    by_contra hn
    have hc := not_lt.mp hn
    have ha' : 0 < |a| := abs_pos.mpr ha
    obtain ⟨ε, hε, hb⟩ := Metric.eventually_nhds_iff.mp h
    obtain ⟨t, ht0, ht1, ht2⟩ : ∃ t : ℝ, 0 < t ∧ t ≤ 1 / 2 ∧ t * (2 * |a|) ≤ ε :=
      ⟨min (1 / 2) (ε / (2 * |a|)), lt_min (by norm_num) (by positivity),
        min_le_left _ _, (le_div_iff₀ (by positivity)).mp (min_le_right _ _)⟩
    -- a small step from a towards the origin lowers the energy
    have hd : dist (a - t * a) a < ε := by
      rw [Real.dist_eq, show a - t * a - a = -(t * a) by ring, abs_neg, abs_mul,
        abs_of_pos ht0]
      linarith [mul_pos ht0 ha']
    have hle : V w f k a ≤ V w f k (a - t * a) := hb hd
    have e : V w f k (a - t * a) - V w f k a = t ^ 2 * a ^ 2 *
        ((w + f * a + k * a ^ 2 / 2) * (1 / 2 - t / 3)
          - k * a ^ 2 * t * (4 - 3 * t) / 72) := by
      unfold V
      linear_combination (-t * a ^ 2 + t ^ 3 * a ^ 2 / 3) * hQ
    have h1 := mul_nonneg (neg_nonneg.mpr hc) (show 0 ≤ 1 / 2 - t / 3 by linarith)
    have h2 : 0 < k * a ^ 2 * t * (4 - 3 * t) := mul_pos (by positivity) (by linarith)
    have h3 := mul_neg_of_pos_of_neg (show 0 < t ^ 2 * a ^ 2 by positivity)
      (show (w + f * a + k * a ^ 2 / 2) * (1 / 2 - t / 3)
          - k * a ^ 2 * t * (4 - 3 * t) / 72 < 0 by linarith)
    linarith
  · rintro ⟨hQ, hC⟩
    exact isLocalMin_of_curvature (by rw [hQ, mul_zero]) hC
```

## (f) Existence of a second well

**Task.** For $w,k>0$, show that
$$\text{a local minimum }a\ne0\text{ exists}\iff f^2>\tfrac83wk.$$

**Solution.** Suppose $a$ is such a minimum. Multiplying $Q(a)=0$ by $24k$ and completing the square gives
$$(2ka+3f)^2=9f^2-24wk,$$
while $C(a)=Q(a)+\tfrac16a(2ka+3f)=\tfrac16a(2ka+3f)$. Since $C(a)>0$, the square is nonzero, so $9f^2>24wk$.

Conversely, let $9f^2>24wk$. Then $f\ne0$, and we can choose $s$ with $s^2=9f^2-24wk$ and the same sign as $f$. Put $a=-(3f+s)/(2k)$, the stationary point farther from the origin. Then $Q(a)=0$, $C(a)=-as/6$, and
$$2k(-as)=3sf+s^2>0.$$
So $C(a)>0$, which also forces $a\neq0$, and (e) makes $a$ a minimum.

The case split on the sign of `f` selects `s`; `h2` is the inequality $-as>0$, and `hC` is the curvature formula.

```lean
/-- For positive harmonic and quartic constants, the force field has a local minimum away
from the reference geometry exactly when `f² > 8 w k / 3`. -/
theorem exists_second_min_iff (hw : 0 < w) (hk : 0 < k) :
    (∃ x, x ≠ 0 ∧ IsLocalMin (V w f k) x) ↔ 8 * w * k / 3 < f ^ 2 := by
  constructor
  · rintro ⟨a, ha, h⟩
    obtain ⟨hQ, hC⟩ := (isLocalMin_iff hk ha).mp h
    have hne : 2 * k * a + 3 * f ≠ 0 := by
      intro h0
      have hz : w + f * a + k * a ^ 2 / 2 = 0 := by linear_combination hQ + a / 6 * h0
      linarith
    have hpos : 0 < (2 * k * a + 3 * f) ^ 2 :=
      (sq_nonneg _).lt_of_ne' (pow_ne_zero 2 hne)
    have e : (2 * k * a + 3 * f) ^ 2 = 9 * f ^ 2 - 24 * w * k := by
      linear_combination 24 * k * hQ
    linarith
  · intro h
    have hwk := mul_pos hw hk
    have hf : f ≠ 0 := by
      rintro rfl
      linarith
    have hD : 0 < 9 * f ^ 2 - 24 * w * k := by linarith
    have hr := Real.sqrt_pos.mpr hD
    have hr2 := Real.sq_sqrt hD.le
    -- the root of the discriminant, with the sign of f, selects the outer stationary point
    obtain ⟨s, hs, hsf⟩ : ∃ s : ℝ, s ^ 2 = 9 * f ^ 2 - 24 * w * k ∧ 0 < s * f := by
      rcases lt_or_gt_of_ne hf with h1 | h1
      · exact ⟨-√(9 * f ^ 2 - 24 * w * k), by rw [neg_sq, hr2],
          mul_pos_of_neg_of_neg (neg_lt_zero.mpr hr) h1⟩
      · exact ⟨√(9 * f ^ 2 - 24 * w * k), hr2, mul_pos hr h1⟩
    obtain ⟨a, ha⟩ : ∃ a : ℝ, 2 * k * a = -(3 * f + s) :=
      ⟨-(3 * f + s) / (2 * k), by field_simp⟩
    have h1 : 2 * k * (-(a * s)) = 3 * (s * f) + s ^ 2 := by linear_combination (-s) * ha
    have h2 : 0 < -(a * s) := by
      by_contra hn
      have := mul_nonneg (show 0 ≤ 2 * k by positivity) (neg_nonneg.mpr (not_lt.mp hn))
      linarith [sq_nonneg s]
    have ha0 : a ≠ 0 := by
      intro h0
      rw [h0] at h2
      linarith
    have h3 : 24 * k * (w + f * a / 2 + k * a ^ 2 / 6) = 0 := by
      linear_combination (2 * k * a + 3 * f - s) * ha + hs
    have hQ := (mul_eq_zero.mp h3).resolve_left (by positivity)
    have hC : w + f * a + k * a ^ 2 / 2 = -(a * s) / 6 := by
      linear_combination hQ + a / 6 * ha
    exact ⟨a, ha0, (isLocalMin_iff hk ha0).mpr ⟨hQ, by linarith⟩⟩
```

## (g) Energy of the second well

**Task.** For $w,k>0$ and a local minimum $a\ne0$, show that
$$V(a)<0\iff f^2>3wk.$$

**Solution.** From $Q(a)=0$ we have $ka^2=-6w-3fa$. Substituting this,
$$V(a)=\tfrac1{24}a^2(fa+6w),\qquad (f^2-3wk)a^2=(fa+3w)(fa+6w).$$
The same substitution gives $C(a)=-2w-\tfrac12fa$, so $C(a)>0$ means $fa<-4w$, and hence $fa+3w<0$. Therefore $f^2-3wk$ is positive exactly when $fa+6w$ is negative, which is exactly when $V(a)$ is negative.

The identities are `e1` and `e2`, and `hu` is the sign of $fa+3w$. The hypothesis `h` supplies the minimum; its existence was settled in (f).

```lean
/-- For positive harmonic and quartic constants, a local minimum at `a ≠ 0` has negative
energy exactly when `f² > 3 w k`. -/
theorem second_min_neg_iff (hw : 0 < w) (hk : 0 < k) (ha : a ≠ 0)
    (h : IsLocalMin (V w f k) a) : V w f k a < 0 ↔ 3 * w * k < f ^ 2 := by
  obtain ⟨hQ, hC⟩ := (isLocalMin_iff hk ha).mp h
  have ha2 : 0 < a ^ 2 := by positivity
  have hu : f * a + 3 * w < 0 := by linarith
  -- energy and threshold are governed by the same factor f a + 6 w
  have e1 : V w f k a = a ^ 2 * (f * a + 6 * w) / 24 := by
    unfold V
    linear_combination a ^ 2 / 4 * hQ
  have e2 : (f ^ 2 - 3 * w * k) * a ^ 2 = (f * a + 3 * w) * (f * a + 6 * w) := by
    linear_combination (-18 * w) * hQ
  constructor
  · intro hV
    have h6 : f * a + 6 * w < 0 := by
      by_contra hn
      have := mul_nonneg ha2.le (not_lt.mp hn)
      linarith
    have hp := mul_pos_of_neg_of_neg hu h6
    by_contra hn
    have := mul_nonneg (sub_nonneg.mpr (not_lt.mp hn)) ha2.le
    linarith
  · intro hf
    have hp := mul_pos (sub_pos.mpr hf) ha2
    have h6 : f * a + 6 * w < 0 := by
      by_contra hn
      have := mul_nonneg (neg_nonneg.mpr hu.le) (not_lt.mp hn)
      linarith
    have := mul_pos ha2 (neg_pos.mpr h6)
    linarith
```

## (h) A well deeper than the reference

**Task.** For $w,k>0$, show that
$$\text{a local minimum }a\ne0\text{ with }V(a)<V(0)\text{ exists}\iff f^2>3wk.$$

**Solution.** Since $V(0)=0$, a deeper minimum gives $f^2>3wk$ by (g). Conversely, $f^2>3wk$ implies $f^2>\tfrac83wk$, so (f) supplies a second minimum and (g) makes its energy negative. For $\tfrac83wk<f^2\le3wk$ there is a second well, but it is not deeper.

The two directions of the code combine the earlier theorems in the same way.

```lean
/-- For positive harmonic and quartic constants, a second well deeper than the reference
well exists exactly when `f² > 3 w k`. -/
theorem exists_deeper_min_iff (hw : 0 < w) (hk : 0 < k) :
    (∃ x, x ≠ 0 ∧ IsLocalMin (V w f k) x ∧ V w f k x < V w f k 0) ↔
      3 * w * k < f ^ 2 := by
  have h0 : V w f k 0 = 0 := by
    unfold V
    ring
  rw [h0]
  constructor
  · rintro ⟨x, hx, hm, hV⟩
    exact (second_min_neg_iff hw hk hx hm).mp hV
  · intro h
    obtain ⟨x, hx, hm⟩ := (exists_second_min_iff (f := f) hw hk).mpr
      (by linarith [mul_pos hw hk])
    exact ⟨x, hx, hm, (second_min_neg_iff hw hk hx hm).mpr h⟩

end QuarticForceField
```

```lean
#print axioms QuarticForceField.nonneg_iff
#print axioms QuarticForceField.reference_isLocalMin
#print axioms QuarticForceField.exists_second_min_iff
#print axioms QuarticForceField.exists_deeper_min_iff
```

```
'QuarticForceField.nonneg_iff' depends on axioms: [propext, Classical.choice, Quot.sound]
'QuarticForceField.reference_isLocalMin' depends on axioms: [propext, Classical.choice, Quot.sound]
'QuarticForceField.exists_second_min_iff' depends on axioms: [propext, Classical.choice, Quot.sound]
'QuarticForceField.exists_deeper_min_iff' depends on axioms: [propext, Classical.choice, Quot.sound]
```

## Two fields with $w=k=1$

The thresholds are $f^2=8/3$ and $f^2=3$.

For $f=5/3$, $f^2=25/9$ lies between them. Here $s=1$, so the second well is at $a=-(5+1)/2=-3$, with
$$V(-3)=\tfrac92-\tfrac{15}2+\tfrac{27}8=\tfrac38.$$
The barrier is at $x=-2$, with height $4/9$. The second well is shallow and lies above the reference.

For $f=7/3$, $f^2=49/9$ exceeds both thresholds. Now $s=5$ and $a=-6$, so
$$V(-6)=18-84+54=-12,$$
far below the reference.

## Diagonal constants in a vibrational calculation

In dimensionless normal coordinates, a quartic force field supplies $\omega_i$, $\phi_{iii}$ and $\phi_{iiii}$ for each mode, all in energy units. With the other modes held at zero displacement, these are $w$, $f$ and $k$. A variational calculation on this one-mode polynomial can place its lowest states in the second well if that well is deep enough and the basis reaches it. Second-order vibrational perturbation theory (VPT2) takes the same constants but only corrects the harmonic levels of the reference well to second order, so its formulas do not register the second well as a separate structure.

For a polyatomic molecule the inequalities describe only these one-mode cuts. Coupling terms can lower the energy elsewhere even when every cut is nonnegative, and a minimum along a cut need not be a minimum of the full surface. Nor do the inequalities decide whether a second well is an artefact of truncation or a real feature of the molecule; that takes information beyond the quartic expansion, such as energies computed at the displaced geometries.
